# Lanczos estimates bound the static polarizability from below for a positive definite Tamm–Dancoff Hamiltonian

The electrons of a molecule in a weak static field respond through all dipole-allowed excitations at once; in the Tamm–Dancoff form of the Bethe–Salpeter equation the polarizability along the field is $\langle d,H^{-1}d\rangle$ up to a prefactor, where $H$ is the electron–hole Hamiltonian and $d$ the normalised vector of transition dipoles along the field. A Lanczos run replaces $H$ by a small matrix, and for positive definite $H$, in exact arithmetic, the resulting estimate never decreases as vectors are added and never exceeds the exact value.

```lean
import Mathlib

open Matrix
open scoped InnerProductSpace

namespace LanczosPolarizability

noncomputable section

variable {E : Type*} [NormedAddCommGroup E] [InnerProductSpace ℂ E]

/-- The vector `r` scaled to unit length, for `r ≠ 0`; the zero vector stays zero. -/
def unitVec (r : E) : E := ((‖r‖ : ℂ)⁻¹) • r

/-- The Lanczos vectors of `H` started from `d`, for a unit vector `d`: apply `H`, remove the
components along the last two vectors, normalise. A vanishing residual gives the zero vector. -/
def lanczos (H : E →ₗ[ℂ] E) (d : E) : ℕ → E
  | 0 => d
  | 1 => unitVec (H d - ⟪d, H d⟫_ℂ • d)
  | k + 2 => unitVec (H (lanczos H d (k + 1))
      - ⟪lanczos H d (k + 1), H (lanczos H d (k + 1))⟫_ℂ • lanczos H d (k + 1)
      - ⟪lanczos H d k, H (lanczos H d (k + 1))⟫_ℂ • lanczos H d k)

/-- The recursion has not terminated: the vectors `0, …, n` are all nonzero. -/
def Running (H : E →ₗ[ℂ] E) (d : E) (n : ℕ) : Prop := ∀ k ≤ n, lanczos H d k ≠ 0

/-- The compression of `H` to the Lanczos vectors `0, …, n`. -/
def lanczosMatrix (H : E →ₗ[ℂ] E) (d : E) (n : ℕ) : Matrix (Fin (n + 1)) (Fin (n + 1)) ℂ :=
  Matrix.of fun i j => ⟪lanczos H d i, H (lanczos H d j)⟫_ℂ

/-- The approximate response vector: the Lanczos vectors weighted by the first column of the
inverse compression, for an invertible compression. -/
def response (H : E →ₗ[ℂ] E) (d : E) (n : ℕ) : E :=
  ∑ i : Fin (n + 1), (lanczosMatrix H d n)⁻¹ i 0 • lanczos H d i

variable {H : E →ₗ[ℂ] E} {d : E}

/-- `H` maps each Lanczos vector to a linear combination of that vector and its neighbours in the
chain. -/
theorem three_term (H : E →ₗ[ℂ] E) (d : E) (j : ℕ) : ∃ a b c : ℂ, H (lanczos H d j) =
    a • lanczos H d (j + 1) + b • lanczos H d (j - 1) + c • lanczos H d j := by
  have key : ∀ r : E, (‖r‖ : ℂ) • unitVec r = r := by
    intro r
    by_cases h : r = 0
    · simp [h, unitVec]
    · have h' : (‖r‖ : ℂ) ≠ 0 := by exact_mod_cast norm_ne_zero_iff.mpr h
      rw [unitVec, smul_smul, mul_inv_cancel₀ h', one_smul]
  cases j with
  | zero =>
    refine ⟨(‖H d - ⟪d, H d⟫_ℂ • d‖ : ℝ), 0, ⟪d, H d⟫_ℂ, ?_⟩
    rw [zero_smul, add_zero]
    exact eq_add_of_sub_eq (key _).symm
  | succ k => exact ⟨_, _, _, eq_add_of_sub_eq (eq_add_of_sub_eq (key _).symm)⟩

/-- Started from a unit vector, every nonzero Lanczos vector has unit length. -/
theorem lanczos_norm (hd : ‖d‖ = 1) (k : ℕ) (h : lanczos H d k ≠ 0) :
    ‖lanczos H d k‖ = 1 := by
  have key : ∀ r : E, unitVec r ≠ 0 → ‖unitVec r‖ = 1 := by
    intro r hr
    have h0 : r ≠ 0 := fun h => hr (by simp [h, unitVec])
    have h1 : ‖r‖ ≠ 0 := norm_ne_zero_iff.mpr h0
    simp [unitVec, norm_smul, h1]
  match k, h with
  | 0, _ => exact hd
  | 1, h => exact key _ h
  | k + 2, h => exact key _ h

/-- For symmetric `H` and a unit start vector, the short recursion makes each Lanczos vector
orthogonal to all earlier ones. -/
theorem lanczos_orthogonal (hH : H.IsSymmetric) (hd : ‖d‖ = 1) (n : ℕ) :
    ∀ j < n, ⟪lanczos H d j, lanczos H d n⟫_ℂ = 0 := by
  have self : ∀ k y, ⟪lanczos H d k, y⟫_ℂ * ⟪lanczos H d k, lanczos H d k⟫_ℂ
      = ⟪lanczos H d k, y⟫_ℂ := by
    intro k y
    by_cases h : lanczos H d k = 0
    · simp [h]
    · rw [inner_self_eq_norm_sq_to_K, lanczos_norm hd k h]
      simp
  induction n using Nat.strong_induction_on with
  | _ n ih =>
    intro j hj
    match n, ih, hj with
    | 1, _, hj =>
      obtain rfl : j = 0 := by omega
      have h := self 0 (H d)
      simp only [lanczos] at h
      simp only [lanczos, unitVec, inner_smul_right, inner_sub_right, h, sub_self, mul_zero]
    | k + 2, ih, hj =>
      have h1 := ih (k + 1) (by omega)
      rw [lanczos, unitVec, inner_smul_right, inner_sub_right, inner_sub_right,
        inner_smul_right, inner_smul_right]
      rcases (by omega : j = k + 1 ∨ j = k ∨ j < k) with rfl | rfl | h
      · rw [self, inner_eq_zero_symm.mp (h1 k (by omega))]
        simp
      · rw [self, h1 j (by omega)]
        simp
      · -- older vectors: move `H` to the left and use the three-term relation
        obtain ⟨a, b, c, e⟩ := three_term H d j
        rw [← hH (lanczos H d j) (lanczos H d (k + 1)), e, inner_add_left, inner_add_left,
          inner_smul_left, inner_smul_left, inner_smul_left, h1 (j + 1) (by omega),
          h1 (j - 1) (by omega), h1 j (by omega), ih k (by omega) j h]
        simp

/-- Before termination the Lanczos vectors of a symmetric `H` from a unit vector are
orthonormal. -/
theorem lanczos_orthonormal (hH : H.IsSymmetric) (hd : ‖d‖ = 1) {n : ℕ}
    (hn : Running H d n) : Orthonormal ℂ (fun i : Fin (n + 1) => lanczos H d i) := by
  refine ⟨fun i => lanczos_norm hd i (hn i (by omega)), fun i j hij => ?_⟩
  rcases lt_or_gt_of_ne (Fin.val_ne_of_ne hij) with h | h
  · exact lanczos_orthogonal hH hd j i h
  · exact inner_eq_zero_symm.mp (lanczos_orthogonal hH hd i j h)

/-- For symmetric positive definite `H` and unit `d`, before termination, the approximate
response solves `H y = d` as seen by the Lanczos vectors, and its overlap with `d` is the
00 element of the inverse compression. -/
theorem response_galerkin (hH : H.IsSymmetric) (hpos : ∀ v ≠ 0, 0 < (⟪v, H v⟫_ℂ).re)
    (hd : ‖d‖ = 1) {n : ℕ} (hn : Running H d n) :
    (∀ i : Fin (n + 1), ⟪lanczos H d i, H (response H d n)⟫_ℂ = ⟪lanczos H d i, d⟫_ℂ) ∧
      ⟪d, response H d n⟫_ℂ = (lanczosMatrix H d n)⁻¹ 0 0 := by
  have ho := lanczos_orthonormal hH hd hn
  have hmul : ∀ (v : Fin (n + 1) → ℂ) i, (lanczosMatrix H d n *ᵥ v) i =
      ⟪lanczos H d i, H (∑ j, v j • lanczos H d j)⟫_ℂ := by
    intro v i
    simp only [lanczosMatrix, Matrix.mulVec, dotProduct, Matrix.of_apply, map_sum, map_smul,
      inner_sum, inner_smul_right, mul_comm]
  -- positive definiteness makes the compression invertible
  have hdet : IsUnit (lanczosMatrix H d n).det := by
    rw [isUnit_iff_ne_zero]
    intro h
    obtain ⟨v, hv, h0⟩ := Matrix.exists_mulVec_eq_zero_iff.mpr h
    obtain ⟨y, hy⟩ : ∃ y, y = ∑ j, v j • lanczos H d j := ⟨_, rfl⟩
    have hi : ∀ i : Fin (n + 1), ⟪lanczos H d i, H y⟫_ℂ = 0 := fun i => by
      rw [hy, ← hmul, h0, Pi.zero_apply]
    have hyy : ⟪∑ j, v j • lanczos H d j, H y⟫_ℂ = 0 := by
      simp only [sum_inner, inner_smul_left, hi, mul_zero, Finset.sum_const_zero]
    rw [← hy] at hyy
    have y0 : y = 0 := by
      by_contra hne
      have := hpos y hne
      simp [hyy] at this
    apply hv
    ext i
    have e : ⟪lanczos H d i, y⟫_ℂ = v i := by
      rw [hy]
      exact ho.inner_right_fintype v i
    rw [← e, y0, inner_zero_right, Pi.zero_apply]
  refine ⟨fun i => ?_, ho.inner_right_fintype (fun i => (lanczosMatrix H d n)⁻¹ i 0) 0⟩
  have h1 : ⟪lanczos H d i, d⟫_ℂ = if i = 0 then 1 else 0 := orthonormal_iff_ite.mp ho i 0
  rw [h1, response, ← hmul (fun j => (lanczosMatrix H d n)⁻¹ j 0) i]
  change (lanczosMatrix H d n * (lanczosMatrix H d n)⁻¹) i 0 = _
  rw [Matrix.mul_nonsing_inv _ hdet, Matrix.one_apply]

/-- If `z` solves `H z = d` as seen by the Lanczos vectors `0, …, n` and by itself, the Lanczos
value falls short of `⟨d, z⟩` by the `H`-energy of the error vector (`H` symmetric positive
definite, `d` a unit vector, before termination). -/
theorem deficit_eq (hH : H.IsSymmetric) (hpos : ∀ v ≠ 0, 0 < (⟪v, H v⟫_ℂ).re)
    (hd : ‖d‖ = 1) {n : ℕ} (hn : Running H d n) {z : E}
    (h1 : ∀ i : Fin (n + 1), ⟪lanczos H d i, H z⟫_ℂ = ⟪lanczos H d i, d⟫_ℂ)
    (h2 : ⟪z, H z⟫_ℂ = ⟪z, d⟫_ℂ) :
    (⟪d, z⟫_ℂ).re - ((lanczosMatrix H d n)⁻¹ 0 0).re =
      (⟪z - response H d n, H (z - response H d n)⟫_ℂ).re := by
  obtain ⟨hg, hv⟩ := response_galerkin hH hpos hd hn
  have a : ⟪response H d n, H z⟫_ℂ = ⟪response H d n, d⟫_ℂ := by
    conv_lhs => rw [response]
    conv_rhs => rw [response]
    simp only [sum_inner, inner_smul_left, h1]
  have b : ⟪response H d n, H (response H d n)⟫_ℂ = ⟪response H d n, d⟫_ℂ := by
    generalize hy : H (response H d n) = y at hg ⊢
    simp only [response, sum_inner, inner_smul_left, hg]
  have c : ⟪z, H (response H d n)⟫_ℂ = ⟪d, response H d n⟫_ℂ := by
    rw [← hH z (response H d n), ← inner_conj_symm (H z) (response H d n), a, inner_conj_symm]
  have e : (⟪z, d⟫_ℂ).re = (⟪d, z⟫_ℂ).re := by
    rw [← inner_conj_symm z d, Complex.conj_re]
  rw [map_sub, inner_sub_left, inner_sub_right, inner_sub_right, a, b, c, h2, ← hv]
  simp only [Complex.sub_re, e]
  ring

/-- For symmetric positive definite `H` and unit `d`, before termination, the 00 element of the
inverse Lanczos compression does not decrease with the number of steps and never exceeds the
static polarizability `⟨d, x⟩`, where `H x = d`. -/
theorem polarizability_from_below (hH : H.IsSymmetric)
    (hpos : ∀ v ≠ 0, 0 < (⟪v, H v⟫_ℂ).re) (hd : ‖d‖ = 1) {n m : ℕ} (hnm : n ≤ m)
    (hm : Running H d m) {x : E} (hx : H x = d) :
    ((lanczosMatrix H d n)⁻¹ 0 0).re ≤ ((lanczosMatrix H d m)⁻¹ 0 0).re ∧
      ((lanczosMatrix H d m)⁻¹ 0 0).re ≤ (⟪d, x⟫_ℂ).re := by
  have nonneg : ∀ v, 0 ≤ (⟪v, H v⟫_ℂ).re := by
    intro v
    by_cases h : v = 0
    · simp [h]
    · exact (hpos v h).le
  obtain ⟨hg, hv⟩ := response_galerkin hH hpos hd hm
  have b : ⟪response H d m, H (response H d m)⟫_ℂ = ⟪response H d m, d⟫_ℂ := by
    generalize hy : H (response H d m) = y at hg ⊢
    simp only [response, sum_inner, inner_smul_left, hg]
  constructor
  · -- compare the responses after `n` and after `m` steps
    have h := deficit_eq hH hpos hd (fun k hk => hm k (hk.trans hnm))
      (fun i : Fin (n + 1) => hg ⟨i, by omega⟩) b
    rw [hv] at h
    linarith [nonneg (response H d m - response H d n)]
  · -- compare with the exact response
    have h := deficit_eq hH hpos hd hm (z := x) (fun i => by rw [hx]) (by rw [hx])
    linarith [nonneg (x - response H d m)]

/-- If the next Lanczos vector vanishes, the approximate response is exact (`H` symmetric
positive definite, `d` a unit vector, no earlier termination). -/
theorem response_exact (hH : H.IsSymmetric) (hpos : ∀ v ≠ 0, 0 < (⟪v, H v⟫_ℂ).re)
    (hd : ‖d‖ = 1) {n : ℕ} (hn : Running H d n) (hstop : lanczos H d (n + 1) = 0) :
    H (response H d n) = d := by
  let S := Submodule.span ℂ (Set.range fun i : Fin (n + 1) => lanczos H d i)
  have hq : ∀ k ≤ n, lanczos H d k ∈ S := fun k hk =>
    Submodule.subset_span ⟨⟨k, by omega⟩, rfl⟩
  -- the Krylov space is invariant under `H`
  have hHq : ∀ i : Fin (n + 1), H (lanczos H d i) ∈ S := by
    intro i
    have hi := i.isLt
    obtain ⟨a, b, c, e⟩ := three_term H d i
    have hnext : lanczos H d ((i : ℕ) + 1) ∈ S := by
      by_cases h : (i : ℕ) + 1 ≤ n
      · exact hq _ h
      · rw [show (i : ℕ) + 1 = n + 1 by omega, hstop]
        exact S.zero_mem
    rw [e]
    exact S.add_mem (S.add_mem (S.smul_mem _ hnext) (S.smul_mem _ (hq _ (by omega))))
      (S.smul_mem _ (hq _ (by omega)))
  have hw : H (response H d n) - d ∈ S := by
    refine S.sub_mem ?_ (hq 0 (Nat.zero_le n))
    rw [response, map_sum]
    refine S.sum_mem fun i _ => ?_
    rw [map_smul]
    exact S.smul_mem _ (hHq i)
  -- the residual is orthogonal to the space that contains it
  have hz : ∀ v ∈ S, ⟪v, H (response H d n) - d⟫_ℂ = 0 := by
    intro v hv
    induction hv using Submodule.span_induction with
    | mem v hv =>
      obtain ⟨i, rfl⟩ := hv
      rw [inner_sub_right, (response_galerkin hH hpos hd hn).1 i, sub_self]
    | zero => exact inner_zero_left _
    | add u v _ _ hu hv => rw [inner_add_left, hu, hv, add_zero]
    | smul a v _ hv => rw [inner_smul_left, hv, mul_zero]
  exact sub_eq_zero.mp ((inner_self_eq_zero (𝕜 := ℂ)).mp (hz _ hw))

/-- In finite dimension, for symmetric positive definite `H` and unit `d`, the Lanczos value
equals the static polarizability after at most as many vectors as the space has dimensions. -/
theorem polarizability_attained [FiniteDimensional ℂ E] (hH : H.IsSymmetric)
    (hpos : ∀ v ≠ 0, 0 < (⟪v, H v⟫_ℂ).re) (hd : ‖d‖ = 1) :
    ∃ n < Module.finrank ℂ E, Running H d n ∧
      ∃ x, H x = d ∧ (lanczosMatrix H d n)⁻¹ 0 0 = ⟪d, x⟫_ℂ := by
  classical
  -- more orthonormal vectors than dimensions are impossible
  have hex : ∃ k, lanczos H d k = 0 ∧ k ≤ Module.finrank ℂ E := by
    by_contra! h
    have hr : Running H d (Module.finrank ℂ E) := fun k hk h0 =>
      absurd (h k h0) (not_lt_of_ge hk)
    have hc := (lanczos_orthonormal hH hd hr).linearIndependent.fintype_card_le_finrank
    rw [Fintype.card_fin] at hc
    omega
  obtain ⟨k, h0, hk⟩ := hex
  have hex' : ∃ k, lanczos H d k = 0 := ⟨k, h0⟩
  obtain ⟨m, hm, hmin⟩ : ∃ m, lanczos H d m = 0 ∧ ∀ j < m, lanczos H d j ≠ 0 :=
    ⟨Nat.find hex', Nat.find_spec hex', fun j hj => Nat.find_min hex' hj⟩
  have hmk : m ≤ k := by
    by_contra h
    exact hmin k (by omega) h0
  cases m with
  | zero =>
    have hd0 : d = 0 := hm
    simp [hd0] at hd
  | succ n =>
    have hn : Running H d n := fun j hj => hmin j (by omega)
    exact ⟨n, by omega, hn, response H d n, response_exact hH hpos hd hn hm,
      (response_galerkin hH hpos hd hn).2.symm⟩

end

end LanczosPolarizability
```

```lean
#print axioms LanczosPolarizability.polarizability_from_below
#print axioms LanczosPolarizability.polarizability_attained
```

```
'LanczosPolarizability.polarizability_from_below' depends on axioms: [propext, Classical.choice, Quot.sound]
'LanczosPolarizability.polarizability_attained' depends on axioms: [propext, Classical.choice, Quot.sound]
```

## Electron–hole space in Lean

The space `E` of electron–hole amplitudes is a complex inner product space, with the inner product conjugate-linear in its first argument. `H.IsSymmetric` says that $H$ is Hermitian. The hypothesis `hpos` says that $\langle v,Hv\rangle>0$ for $v\neq0$; in finite dimension this means that all Tamm–Dancoff excitation energies are positive. The prefactor, which contains the squared length of the unnormalised dipole vector, is left out.

`lanczos H d k` is the vector $q_k$, with $q_0=d$ and
$$q_{k+1}=\frac{r_k}{\|r_k\|},\qquad r_k=Hq_k-\langle q_k,Hq_k\rangle q_k-\langle q_{k-1},Hq_k\rangle q_{k-1},$$
where the last term is absent for $k=0$. If $r_k=0$, then $q_{k+1}=0$, which marks termination. `Running H d n` says that $q_0,\dots,q_n$ are nonzero. The matrix $Q_n$, `lanczosMatrix H d n`, has entries $\langle q_i,Hq_j\rangle$ and size $n+1$.

For $n\le m$, a run that has not terminated by $m$, and $Hx=d$, `polarizability_from_below` states
$$(Q_n^{-1})_{00}\le(Q_m^{-1})_{00}\le\langle d,x\rangle.$$
The code compares real parts, which loses nothing, since these numbers are real for Hermitian $H$. The dimension may be infinite, but then $H$ must be defined on all of `E`, the solution $x$ is assumed, and no convergence to the upper bound is claimed. In finite dimension, `polarizability_attained` gives equality for some $n<\dim E$, hence with at most $\dim E$ vectors.

In a simulation, then, stopping early can only underestimate this static response, provided that rounding errors are absent and $H$ is positive definite.

## Orthogonality from a short recursion

By `three_term`, $Hq_j$ is a combination of $q_{j-1}$, $q_j$ and $q_{j+1}$. `lanczos_orthogonal` uses strong induction. The subtractions make $r_k$ orthogonal to $q_k$ and $q_{k-1}$. For $j<k-1$, symmetry gives $\langle q_j,Hq_k\rangle=\langle Hq_j,q_k\rangle=0$, because only vectors earlier than $q_k$ occur in $Hq_j$. With `lanczos_norm`, this yields `lanczos_orthonormal`.

## The deficit as a quadratic form

Suppose $Q_nv=0$ and put $y=\sum_jv_jq_j$. Then $\langle q_i,Hy\rangle=0$ for all $i\le n$, so $\langle y,Hy\rangle=0$, hence $y=0$ and $v=0$. Thus $Q_n$ is invertible. Define `response H d n` as
$$y_n=\sum_i(Q_n^{-1})_{i0}\,q_i.$$
`response_galerkin` multiplies $Q_n$ by the first column of its inverse:
$$\langle q_i,Hy_n\rangle=\delta_{i0}=\langle q_i,d\rangle,\qquad\langle d,y_n\rangle=(Q_n^{-1})_{00}.$$

In `deficit_eq`, let $z$ satisfy $\langle q_i,Hz\rangle=\langle q_i,d\rangle$ for $i\le n$ and $\langle z,Hz\rangle=\langle z,d\rangle$. Combining the equations for the $q_i$ gives $\langle y_n,Hz\rangle=\langle y_n,d\rangle=\langle y_n,Hy_n\rangle$ (steps `a` and `b`), and symmetry gives $\langle z,Hy_n\rangle=\langle d,y_n\rangle$ (step `c`). Therefore
$$\begin{aligned}\langle z-y_n,H(z-y_n)\rangle&=\langle z,d\rangle-\langle d,y_n\rangle-\langle y_n,d\rangle+\langle y_n,d\rangle\\&=\langle z,d\rangle-(Q_n^{-1})_{00}.\end{aligned}$$
The left side is what the docstring calls the $H$-energy of the error vector $z-y_n$. It is not a physical energy: like $\langle d,x\rangle$, it has the dimension of an inverse energy. It is nonnegative because $H$ is positive definite. Taking $z=y_m$ proves monotonicity; taking $z=x$ proves the upper bound.

## Termination gives the exact response

If $q_{n+1}=0$, the span of $q_0,\dots,q_n$ is invariant under $H$. The residual $Hy_n-d$ lies in this span and is orthogonal to it, so it vanishes: this is `response_exact`. In finite dimension a zero vector must appear by index $\dim E$, since orthonormal vectors are independent. `polarizability_attained` takes the first such index, $n+1$.

## Three coupled pairs

Take
$$H=\begin{pmatrix}2&1&0\\1&2&1\\0&1&2\end{pmatrix},\qquad d=e_1.$$
The Lanczos vectors are $e_1,e_2,e_3$, and then zero. The leading blocks have determinants $2,3,4$, so the estimates are $1/2,\,2/3,\,3/4$. The exact solution is $x=(3/4,-1/2,1/4)$, with $\langle d,x\rangle=3/4$. For $n=0$ the error vector is $x-y_0=(1/4,-1/2,1/4)$, which $H$ maps to $(0,-1/2,0)$. Its $H$-energy is $1/4$, equal to the deficit $3/4-1/2$.
